# A pole of a finite plane-wave sum has rank equal to its number of waves exactly when their channel vectors are linearly independent

For finitely many plane waves, labelled by \(g\), with real energies \(\varepsilon_g\) and complex column vectors \(y_g\) whose components refer to angular-momentum channels, let \(A(E)=\sum_g y_g y_g^*/(E-\varepsilon_g)\), where \(y_g^*\) is the conjugate transpose of \(y_g\). Sums of this kind carry the free-electron poles of the KKR structure constants, and the question is what the pole at a given energy looks like and how many independent combinations of channels it involves.

```lean
import Mathlib

open Matrix Filter Topology
open scoped ComplexOrder

namespace KKRStructureConstants

noncomputable section

variable {G L : Type*} [Fintype G]

/-- The plane-wave sum `A(E) = ∑ g, y_g y_g* / (E - ε_g)` as a matrix in the angular-momentum
channels, for energies `E` different from every `ε_g`. -/
def planeWaveSum (ε : G → ℝ) (y : G → L → ℂ) (E : ℂ) : Matrix L L ℂ :=
  ∑ g, (E - (ε g : ℂ))⁻¹ • vecMulVec (y g) (star (y g))

/-- The sum of the outer products `y_g y_g*` over the plane waves of energy `e`. -/
def shellMatrix (ε : G → ℝ) (y : G → L → ℂ) (e : ℝ) : Matrix L L ℂ :=
  ∑ g with ε g = e, vecMulVec (y g) (star (y g))

/-- The rectangular matrix whose columns are the vectors `y_g` of the plane waves of
energy `e`. -/
def shellWaves (ε : G → ℝ) (y : G → L → ℂ) (e : ℝ) : Matrix L {g // ε g = e} ℂ :=
  Matrix.of fun l g => y g l

/-- As `E` tends to `e` with `E ≠ e`, the weight `(E - e) / (E - a)` of a plane wave of energy `a`
tends to one if `a = e` and to zero otherwise. -/
theorem tendsto_weight (a e : ℝ) :
    Tendsto (fun E : ℂ => (E - (e : ℂ)) * (E - (a : ℂ))⁻¹) (𝓝[≠] (e : ℂ))
      (𝓝 (if a = e then (1 : ℂ) else 0)) := by
  split_ifs with h
  · -- on the shell the weight is identically one away from the pole
    rw [h]
    refine tendsto_const_nhds.congr' ?_
    filter_upwards [self_mem_nhdsWithin] with E hE
    have hE' : E ≠ (e : ℂ) := hE
    exact (mul_inv_cancel₀ (sub_ne_zero.mpr hE')).symm
  · -- off the shell the weight is continuous at `e` and vanishes there
    have hne : (e : ℂ) - (a : ℂ) ≠ 0 :=
      sub_ne_zero.mpr fun h' => h (Complex.ofReal_injective h').symm
    have hc : ContinuousAt (fun E : ℂ => (E - (e : ℂ)) * (E - (a : ℂ))⁻¹) (e : ℂ) :=
      ContinuousAt.mul (by fun_prop) (ContinuousAt.inv₀ (by fun_prop) hne)
    have ht := hc.tendsto.mono_left (nhdsWithin_le_nhds (s := {(e : ℂ)}ᶜ))
    simpa using ht

/-- As `E` tends to `e` with `E ≠ e`, the matrix `(E - e) A(E)` tends to the sum of `y_g y_g*`
over the plane waves of energy `e`. -/
theorem tendsto_residue (ε : G → ℝ) (y : G → L → ℂ) (e : ℝ) :
    Tendsto (fun E : ℂ => (E - (e : ℂ)) • planeWaveSum ε y E) (𝓝[≠] (e : ℂ))
      (𝓝 (shellMatrix ε y e)) := by
  have h := tendsto_finsetSum Finset.univ (fun g _ =>
    (tendsto_weight (ε g) e).smul_const (vecMulVec (y g) (star (y g))))
  -- only the waves on the shell survive in the limit
  have hlim : ∑ g, (if ε g = e then (1 : ℂ) else 0) • vecMulVec (y g) (star (y g))
      = shellMatrix ε y e := by
    simp only [shellMatrix, Finset.sum_filter, ite_smul, one_smul, zero_smul]
  rw [hlim] at h
  refine h.congr fun E => ?_
  simp only [planeWaveSum, Finset.smul_sum, smul_smul]

/-- The shell matrix is `B B*`, where the columns of `B` are the vectors of the plane waves of
energy `e`. -/
theorem shellMatrix_eq_mul (ε : G → ℝ) (y : G → L → ℂ) (e : ℝ) :
    shellMatrix ε y e = shellWaves ε y e * (shellWaves ε y e)ᴴ := by
  ext i j
  simp only [shellMatrix, shellWaves, Matrix.sum_apply, vecMulVec_apply, Matrix.mul_apply,
    conjTranspose_apply, Pi.star_apply, Matrix.of_apply]
  exact Finset.sum_subtype _ (by simp) (fun g => y g i * star (y g j))

/-- The shell matrix vanishes exactly when every plane wave of energy `e` has `y_g = 0`. -/
theorem shellMatrix_eq_zero_iff (ε : G → ℝ) (y : G → L → ℂ) (e : ℝ) :
    shellMatrix ε y e = 0 ↔ ∀ g, ε g = e → y g = 0 := by
  rw [shellMatrix_eq_mul, Matrix.self_mul_conjTranspose_eq_zero]
  constructor
  · intro h g hg
    funext l
    exact congrFun (congrFun h l) ⟨g, hg⟩
  · intro h
    ext l g
    exact congrFun (h g g.2) l

variable [Fintype L]

/-- The rank of the shell matrix is the dimension of the space spanned by the vectors `y_g` of
the plane waves of energy `e`. -/
theorem rank_shellMatrix (ε : G → ℝ) (y : G → L → ℂ) (e : ℝ) :
    (shellMatrix ε y e).rank =
      Module.finrank ℂ (Submodule.span ℂ (Set.range fun g : {g // ε g = e} => y g)) := by
  rw [shellMatrix_eq_mul, Matrix.rank_self_mul_conjTranspose, Matrix.rank_eq_finrank_span_cols]
  rfl

/-- As `E` tends to `e` with `E ≠ e`, `(E - e) A(E)` tends to the sum of `y_g y_g*` over the plane
waves of energy `e`. The rank of this limit equals the number of such waves if and only if their
vectors `y_g` are linearly independent. -/
theorem residue_and_rank (ε : G → ℝ) (y : G → L → ℂ) (e : ℝ) :
    Tendsto (fun E : ℂ => (E - (e : ℂ)) • planeWaveSum ε y E) (𝓝[≠] (e : ℂ))
      (𝓝 (shellMatrix ε y e)) ∧
    ((shellMatrix ε y e).rank = Fintype.card {g // ε g = e} ↔
      LinearIndependent ℂ (fun g : {g // ε g = e} => y g)) := by
  refine ⟨tendsto_residue ε y e, ?_⟩
  rw [rank_shellMatrix, linearIndependent_iff_card_eq_finrank_span, Set.finrank]
  exact eq_comm

/-- If more plane waves have energy `e` than there are angular-momentum channels, the rank of the
shell matrix is smaller than the number of these waves. -/
theorem rank_lt_of_few_channels (ε : G → ℝ) (y : G → L → ℂ) (e : ℝ)
    (h : Fintype.card L < Fintype.card {g // ε g = e}) :
    (shellMatrix ε y e).rank < Fintype.card {g // ε g = e} :=
  (Matrix.rank_le_card_height _).trans_lt h

/-- The shell matrix annihilates a channel vector `x` exactly when `x` is orthogonal to the vector
`y_g` of every plane wave of energy `e`. -/
theorem shellMatrix_mulVec_eq_zero_iff (ε : G → ℝ) (y : G → L → ℂ) (e : ℝ) (x : L → ℂ) :
    shellMatrix ε y e *ᵥ x = 0 ↔ ∀ g, ε g = e → star (y g) ⬝ᵥ x = 0 := by
  rw [shellMatrix_eq_mul, Matrix.self_mul_conjTranspose_mulVec_eq_zero]
  constructor
  · intro h g hg
    exact congrFun h ⟨g, hg⟩
  · intro h
    funext g
    exact h g g.2

end

end KKRStructureConstants
```

```lean
#print axioms KKRStructureConstants.shellMatrix_eq_zero_iff
#print axioms KKRStructureConstants.residue_and_rank
#print axioms KKRStructureConstants.rank_lt_of_few_channels
#print axioms KKRStructureConstants.shellMatrix_mulVec_eq_zero_iff
```

```
'KKRStructureConstants.shellMatrix_eq_zero_iff' depends on axioms: [propext, Classical.choice, Quot.sound]
'KKRStructureConstants.residue_and_rank' depends on axioms: [propext, Classical.choice, Quot.sound]
'KKRStructureConstants.rank_lt_of_few_channels' depends on axioms: [propext, Classical.choice, Quot.sound]
'KKRStructureConstants.shellMatrix_mulVec_eq_zero_iff' depends on axioms: [propext, Classical.choice, Quot.sound]
```

## The pole and its rank

Fix a real energy \(e\). The waves with \(\varepsilon_g=e\) form the shell at \(e\); the word refers to equal plane-wave energy and has nothing to do with atomic shells. Let \(n\) be the number of waves on this shell, and define

\[
R(e)=\sum_{g:\,\varepsilon_g=e} y_g y_g^* .
\]

The main theorem, `residue_and_rank`, makes two statements. First, as the complex energy \(E\) tends to \(e\) with \(E\neq e\),

\[
(E-e)\,A(E)\longrightarrow R(e).
\]

Second, the rank of \(R(e)\) equals \(n\) if and only if the vectors \(y_g\) of the shell are linearly independent.

In Lean, the type `G` labels the plane waves and the type `L` labels the channels. KKR texts often write \(L\) for a single pair \((l,m)\); here `L` is the whole set of channels, and its elements are written `l`, `i` or `j`. The functions `ε` and `y` give the energies and the vectors. The expression `vecMulVec (y g) (star (y g))` is the outer product \(y_g y_g^*\), with entries \(y_g(i)\,\overline{y_g(j)}\). The sum \(A(E)\) is `planeWaveSum ε y E`, and \(R(e)\) is `shellMatrix ε y e`.

The symbol `𝓝[≠] (e : ℂ)` stands for an approach to \(e\) from any direction in the complex plane, with \(e\) itself left out. An approach along the real axis, or from the upper half-plane as for a retarded Green function, is a special case. Convergence of matrices means convergence of every entry. The subtype `{g // ε g = e}` is the set of waves on the shell, and `Fintype.card` of it is \(n\).

No condition is placed on the energies or the vectors. Energies may coincide, vectors may vanish, and \(e\) need not be the energy of any wave. In that last case \(R(e)=0\), its rank is \(0=n\), and the empty family of vectors counts as linearly independent. For a shell with one wave the criterion says that the rank is one exactly when \(y_g\neq 0\).

## Free-electron poles in KKR theory

At a fixed Bloch vector \(\mathbf k\), and in units where \(\hbar^2/2m=1\), the plane waves allowed by the lattice have energies \(|\mathbf k+\mathbf g|^2\), with \(\mathbf g\) a reciprocal-lattice vector. The structure constants describe free propagation between the sites of the crystal, expanded in spherical waves about each site, and they diverge when \(E\) reaches one of these energies. For one atom per cell and \(\mathbf k+\mathbf g\neq 0\), the component of \(y_g\) in channel \((l,m)\) is, up to normalisation and phase convention, \(i^l\) times the spherical harmonic \(Y_{lm}\) in the direction of \(\mathbf k+\mathbf g\); here \(i\) is the imaginary unit and \(l\) the angular momentum, not channel labels. With several atoms per cell, a channel also carries a site label and \(y_g\) acquires the corresponding phase factors. The theorems use none of this detail: `y` may be any family of complex vectors.

For \(e>0\), the step from this model to actual structure constants is to show that, near \(e\), they differ from a finite sum with energy-independent vectors only by a remainder that stays bounded. That remainder contains the rest of the infinite lattice sum and the energy dependence of the expansion coefficients. Multiplied by \(E-e\), it would vanish in the limit.

In a KKR band-structure calculation with an angular-momentum cutoff, the rank of \(R(e)\) tells how many independent channel combinations feel a free-electron pole, within the model of finitely many waves with fixed vectors. Degenerate shells occur at symmetric \(\mathbf k\). In a simple cubic lattice at \(\mathbf k=0\), for example, the six shortest nonzero reciprocal-lattice vectors give six waves of equal energy. A cutoff at \(l=1\) with one atom per cell leaves four channels, so the pole cannot have rank six.

## Which waves survive the limit

Multiply the sum by \(E-e\):

\[
(E-e)A(E)=\sum_g w_g(E)\,y_g y_g^*,\qquad w_g(E)=\frac{E-e}{E-\varepsilon_g}.
\]

All the energy dependence sits in the scalar weights \(w_g\), and there are two cases.

If \(\varepsilon_g=e\), then \(w_g(E)=(E-e)/(E-e)=1\) for every \(E\neq e\), so the limit is 1. If \(\varepsilon_g\neq e\), the denominator is nonzero at \(E=e\), so \(w_g\) is continuous there and its limit is its value \(0/(e-\varepsilon_g)=0\). Since the sum is finite, the limit may be taken term by term:

\[
\lim_{E\to e}(E-e)A(E)=\sum_{g:\,\varepsilon_g=e}1\cdot y_g y_g^*+\sum_{g:\,\varepsilon_g\neq e}0\cdot y_g y_g^*=R(e).
\]

The lemma `tendsto_weight` treats a single weight, with `a` in the place of \(\varepsilon_g\), and `split_ifs` separates the two cases. On the shell, `filter_upwards` supplies \(E\neq e\), and `mul_inv_cancel₀` gives the value one. Off the shell, `ContinuousAt.inv₀` needs the nonzero denominator, which follows because different real numbers remain different as complex numbers. Continuity gives the limit over a full neighbourhood of \(e\), and `mono_left` restricts it to \(E\neq e\).

In `tendsto_residue`, `smul_const` attaches the fixed outer product to each weight and `tendsto_finsetSum` adds the limits. The intermediate equation `hlim` removes the terms with weight zero, and the last lines identify the weighted sum with \((E-e)A(E)\). This part holds even for infinitely many channels, because the limit is taken entry by entry; finiteness of `L` is assumed only from `rank_shellMatrix` onwards.

## From outer products to a rank

Collect the vectors of the shell as the columns of a rectangular matrix \(B\), with \(B_{lg}=y_g(l)\). It has one row for each channel and \(n\) columns. The letter \(B\) is sometimes used for the structure constants themselves; here it denotes this matrix of waves, `shellWaves` in Lean. Its product with its conjugate transpose has the entries

\[
(BB^*)_{ij}=\sum_{g:\,\varepsilon_g=e}B_{ig}\overline{B_{jg}}
=\sum_{g:\,\varepsilon_g=e}y_g(i)\,\overline{y_g(j)}=R(e)_{ij},
\]

so \(R(e)=BB^*\).

Next, \(BB^*\) and \(B^*\) annihilate the same channel vectors \(x\). If \(B^*x=0\), then \(BB^*x=0\). Conversely, if \(BB^*x=0\), then

\[
0=x^*BB^*x=(B^*x)^*(B^*x)=\sum_{g:\,\varepsilon_g=e}|y_g^*x|^2,
\]

and every term of the sum must vanish, so \(B^*x=0\). Both matrices act on the same finite-dimensional space of channel vectors. Equal null spaces therefore give equal ranks, and since a matrix and its conjugate transpose have the same rank,

\[
\operatorname{rank}R(e)=\operatorname{rank}B^*=\operatorname{rank}B=\dim\operatorname{span}\{y_g:\varepsilon_g=e\}.
\]

It remains to compare this dimension with \(n\). If the \(n\) vectors are independent, they are a basis of their span, which then has dimension \(n\). If they are dependent, one of them is a linear combination of the others (or is zero, if it is the only one). Leaving it out does not change the span, whose dimension is then at most \(n-1\). So the rank is \(n\) exactly when the vectors are independent.

The lemma `shellMatrix_eq_mul` proves \(R(e)=BB^*\) by comparing entries. Its last step, `Finset.sum_subtype`, turns a sum over all waves that satisfy \(\varepsilon_g=e\) into a sum over the columns of \(B\). The lemma `rank_shellMatrix` then takes \(\operatorname{rank}BB^*=\operatorname{rank}B\) from Mathlib's `Matrix.rank_self_mul_conjTranspose`, and the description of the rank as the dimension of the column span from `Matrix.rank_eq_finrank_span_cols`.

The proof of `residue_and_rank` joins the two halves. The limit is `tendsto_residue`. For the rank, `linearIndependent_iff_card_eq_finrank_span` states the comparison between the number of vectors and the dimension of their span, and `eq_comm` exchanges the two sides of the equation.

## Channel combinations that miss the pole

Three further theorems describe the null space of \(R(e)\), the case \(R(e)=0\), and shells with more waves than channels. Even when the rank is \(n\), some nonzero combinations miss the pole if there are more than \(n\) channels.

The theorem `shellMatrix_mulVec_eq_zero_iff` says that \(R(e)x=0\) exactly when \(y_g^*x=0\) for every wave on the shell. This is the equality of null spaces found above, which Lean takes from `Matrix.self_mul_conjTranspose_mulVec_eq_zero` and then reads off component by component. Physically, such an \(x\) is a combination of channels orthogonal to all waves of energy \(e\). In \(A(E)x\) the terms with denominator \(E-e\) then drop out, so this combination does not see the pole.

The theorem `shellMatrix_eq_zero_iff` says that \(R(e)=0\) exactly when every vector on the shell is zero. The diagonal entries show why:

\[
R(e)_{ll}=\sum_{g:\,\varepsilon_g=e}|y_g(l)|^2 .
\]

They are sums of non-negative terms, so contributions from different waves of the same energy cannot cancel each other completely. Lean uses the corresponding Mathlib statement that \(BB^*=0\) if and only if \(B=0\), and translates \(B=0\) into a condition on its columns.

Finally, `rank_lt_of_few_channels` treats a shell with more waves than there are channels. The matrix \(R(e)\) has as many rows as there are channels, so its rank is at most that number and hence smaller than \(n\). This is the cubic example with six waves and four channels. Having at least \(n\) channels is necessary for rank \(n\) but not sufficient. Take a simple tetragonal lattice at \(\mathbf k=0\), with one atom per cell, the \(z\) axis along the fourfold axis, and a cell that is shorter along \(z\) than along \(x\) and \(y\). The four shortest nonzero reciprocal-lattice vectors then lie in the \(xy\) plane and give four waves of equal energy. A cutoff at \(l=1\) leaves four channels, but \(Y_{10}\) vanishes for all four directions, so the rank is at most three.
